# In a noise-free cyclic model, Fourier-log deconvolution is exact for non-negative single scattering of total strength below π and a zero-loss transform without zeros

An electron crossing a thin specimen may lose energy several times, so its loss spectrum mixes single scattering with higher orders. Can the single-scattering distribution be recovered when the zero-loss peak is known?

Spectra are noise-free real functions on N ≥ 1 energy channels, labelled by `ZMod N`.

In Lean 4 with Mathlib:

```lean
import Mathlib

open Finset

namespace FourierLogDeconvolution

noncomputable section

variable {N : ℕ} [NeZero N]
```

Successive losses add, so spectra combine by convolution. Channel arithmetic is modulo N: a loss beyond the last channel re-enters at the first.

```lean
/-- Cyclic convolution of two spectra on `N` energy channels. -/
def conv (f g : ZMod N → ℝ) : ZMod N → ℝ := fun k => ∑ j, f j * g (k - j)
```

Let S be the single-scattering distribution and S^(∗n) its n-fold self-convolution, with a unit line in channel 0 for n = 0.

```lean
/-- The `n`-fold self-convolution of a spectrum; order zero is a unit line at zero loss. -/
def convPow (S : ZMod N → ℝ) : ℕ → ZMod N → ℝ
  | 0 => Pi.single 0 1
  | n + 1 => conv S (convPow S n)
```

For independent events the number of losses is Poisson distributed, which gives the weights 1/n!. The total ΣS is then the mean number of events, that is, the thickness in inelastic mean free paths.

```lean
/-- The sum of all scattering orders, the `n`-th weighted by `1 / n!`. -/
def allOrders (S : ZMod N → ℝ) : ZMod N → ℝ :=
  fun k => ∑' n : ℕ, convPow S n k / (n.factorial : ℝ)
```

The zero-loss peak z carries the instrumental broadening and the Poisson factor exp(−ΣS). The measured spectrum is J = `plural z S`.

```lean
/-- The plural-scattering spectrum: all scattering orders convolved with the zero-loss peak. -/
def plural (z S : ZMod N → ℝ) : ZMod N → ℝ := conv z (allOrders S)
```

Write f̂ for `hat f`, the discrete Fourier transform of f.

```lean
/-- The discrete Fourier transform of a real spectrum. -/
def hat (f : ZMod N → ℝ) : ZMod N → ℂ := ZMod.dft (fun j => (f j : ℂ))
```

The procedure to be tested divides the transforms, takes the principal logarithm and transforms back.

```lean
/-- Fourier-log deconvolution: the inverse transform of the principal logarithm of the ratio
of the transformed spectrum to the transformed zero-loss peak. -/
def fourierLog (z J : ZMod N → ℝ) : ZMod N → ℂ :=
  ZMod.dft.symm (fun k => Complex.log (hat J k / hat z k))
```

**(a)** Write the transform as a sum over channels, with χ(m) = exp(2πim/N):

f̂(k) = Σ_j χ(−jk) f(j)

This is Mathlib's definition, with `ZMod.stdAddChar` as χ. The factor 1/N belongs to the inverse transform.

```lean
/-- The transform written as a sum over energy channels. -/
lemma hat_apply (f : ZMod N → ℝ) (k : ZMod N) :
    hat f k = ∑ j, ZMod.stdAddChar (-(j * k)) * (f j : ℂ) := by
  simp only [hat, ZMod.dft_apply, smul_eq_mul]
```

**(b)** Transform a sharp line of strength c in channel a:

f̂(k) = c χ(−ak)

All terms in (a) with j ≠ a vanish.

```lean
/-- The transform of a single sharp line of strength `c` in channel `a`. -/
lemma hat_single (a : ZMod N) (c : ℝ) (k : ZMod N) :
    hat (Pi.single a c) k = c * ZMod.stdAddChar (-(a * k)) := by
  rw [hat_apply, Finset.sum_eq_single a]
  · rw [Pi.single_eq_same, mul_comm]
  · intro b _ hb
    simp [Pi.single_eq_of_ne hb]
  · simp
```

**(c)** Show that convolution becomes a product:

`hat (conv f g) k` = f̂(k) ĝ(k)

Here i is a channel index, not the imaginary unit. Since χ(−ik) = χ(−jk) χ(−(i − j)k),

Σ_i χ(−ik) Σ_j f(j) g(i − j) = Σ_j χ(−jk) f(j) Σ_i χ(−(i − j)k) g(i − j).

As i runs over all channels, so does i − j, and the inner sum is ĝ(k). `Equiv.subRight j` is this shift.

```lean
/-- Convolution theorem: the transform turns cyclic convolution into a product. -/
theorem hat_conv (f g : ZMod N → ℝ) (k : ZMod N) :
    hat (conv f g) k = hat f k * hat g k := by
  calc hat (conv f g) k
      = ∑ j, ∑ i, ZMod.stdAddChar (-(i * k)) * ((f j : ℂ) * (g (i - j) : ℂ)) := by
        rw [hat_apply, Finset.sum_comm]
        refine Finset.sum_congr rfl fun i _ => ?_
        simp only [conv, Complex.ofReal_sum, Complex.ofReal_mul, Finset.mul_sum]
    _ = ∑ j, ZMod.stdAddChar (-(j * k)) * (f j : ℂ) * hat g k := by
        refine Finset.sum_congr rfl fun j _ => ?_
        rw [hat_apply, Finset.mul_sum]
        -- shift the energy origin by `j`
        refine Fintype.sum_equiv (Equiv.subRight j) _ _ fun i => ?_
        have h : (ZMod.stdAddChar (-(i * k)) : ℂ)
            = ZMod.stdAddChar (-(j * k)) * ZMod.stdAddChar (-((i - j) * k)) := by
          rw [← AddChar.map_add_eq_mul]
          congr 1
          ring
        simp only [Equiv.subRight_apply]
        rw [h]
        ring
    _ = hat f k * hat g k := by rw [hat_apply f, Finset.sum_mul]
```

**(d)** Transform the n-th scattering order:

`hat (convPow S n) k` = Ŝ(k)ⁿ

Order zero gives 1 by (b). Each further convolution multiplies by Ŝ(k), by (c).

```lean
/-- The transform of `n`-fold scattering is the `n`-th power of the single-scattering one. -/
theorem hat_convPow (S : ZMod N → ℝ) (n : ℕ) (k : ZMod N) :
    hat (convPow S n) k = hat S k ^ n := by
  induction n with
  | zero => rw [convPow, hat_single]; simp
  | succ n ih => rw [convPow, hat_conv, ih, pow_succ']
```

**(e)** With A = Σ_j |S(j)|, bound each order:

|S^(∗n)(k)| ≤ Aⁿ

For n = 0 the entries are 0 or 1. If the bound holds for n in every channel, then

|S^(∗(n+1))(k)| ≤ Σ_j |S(j)| |S^(∗n)(k − j)| ≤ A · Aⁿ.

```lean
/-- In every channel, the absolute value of the `n`-fold self-convolution is at most the `n`-th
power of the sum of the absolute values of the spectrum. -/
lemma abs_convPow_le (S : ZMod N → ℝ) (n : ℕ) (k : ZMod N) :
    |convPow S n k| ≤ (∑ j, |S j|) ^ n := by
  induction n generalizing k with
  | zero =>
    rcases eq_or_ne k 0 with rfl | h
    · simp [convPow]
    · simp [convPow, Pi.single_eq_of_ne h]
  | succ n ih =>
    calc |convPow S (n + 1) k| = |∑ j, S j * convPow S n (k - j)| := rfl
      _ ≤ ∑ j, |S j * convPow S n (k - j)| := Finset.abs_sum_le_sum_abs _ _
      _ ≤ ∑ j, |S j| * (∑ i, |S i|) ^ n := by
        refine Finset.sum_le_sum fun j _ => ?_
        rw [abs_mul]
        exact mul_le_mul_of_nonneg_left (ih _) (abs_nonneg _)
      _ = (∑ j, |S j|) ^ (n + 1) := by rw [← Finset.sum_mul, pow_succ']
```

**(f)** Show that the series over orders converges absolutely in every channel:

Σ_n |S^(∗n)(k)|/n! < ∞

By (e) the terms are at most Aⁿ/n!, whose sum is exp(A).

```lean
/-- The series over scattering orders converges in every energy channel. -/
theorem summable_orders (S : ZMod N → ℝ) (k : ZMod N) :
    Summable (fun n : ℕ => convPow S n k / (n.factorial : ℝ)) := by
  refine Summable.of_norm_bounded (g := fun n : ℕ => (∑ j, |S j|) ^ n / (n.factorial : ℝ))
    (Real.summable_pow_div_factorial _) fun n => ?_
  rw [Real.norm_eq_abs, abs_div, Nat.abs_cast]
  exact div_le_div_of_nonneg_right (abs_convPow_le S n k) (Nat.cast_nonneg _)
```

**(g)** Find the transform of the plural spectrum:

Ĵ(k) = ẑ(k) exp(Ŝ(k))

By (c), Ĵ(k) is ẑ(k) times the transform of the series. The channel sum is finite, so it may be exchanged with the convergent series, and (d) gives

Σ_j χ(−jk) Σ_n S^(∗n)(j)/n! = Σ_n Ŝ(k)ⁿ/n! = exp(Ŝ(k)).

In the proof, `h1` and `h2` are these two sums, `h3` matches their terms, and uniqueness of the limit equates them.

```lean
/-- The transformed plural spectrum is the transformed zero-loss peak times the exponential of
the transformed single-scattering distribution. -/
theorem hat_plural (z S : ZMod N → ℝ) (k : ZMod N) :
    hat (plural z S) k = hat z k * Complex.exp (hat S k) := by
  rw [plural, hat_conv]
  congr 1
  -- transform the series order by order
  have h1 : HasSum (fun n : ℕ => ∑ j, ZMod.stdAddChar (-(j * k)) *
      ((convPow S n j / (n.factorial : ℝ) : ℝ) : ℂ)) (hat (allOrders S) k) := by
    rw [hat_apply]
    exact hasSum_sum fun j _ =>
      (Complex.hasSum_ofReal.mpr (summable_orders S j).hasSum).mul_left _
  have h2 : HasSum (fun n : ℕ => hat S k ^ n / (n.factorial : ℂ)) (Complex.exp (hat S k)) := by
    rw [Complex.exp_eq_exp_ℂ]
    exact NormedSpace.expSeries_div_hasSum_exp _
  have h3 : (fun n : ℕ => ∑ j, ZMod.stdAddChar (-(j * k)) *
      ((convPow S n j / (n.factorial : ℝ) : ℝ) : ℂ))
      = fun n : ℕ => hat S k ^ n / (n.factorial : ℂ) := by
    funext n
    rw [← hat_convPow, hat_apply, Finset.sum_div]
    refine Finset.sum_congr rfl fun j _ => ?_
    push_cast
    ring
  rw [h3] at h1
  exact h1.unique h2
```

**(h)** For ẑ(k) ≠ 0, decide when the principal logarithm returns Ŝ(k):

log(Ĵ(k)/ẑ(k)) = Ŝ(k) ⇔ −π < Im Ŝ(k) ≤ π

By (g) the ratio is exp(Ŝ(k)). A principal logarithm always has its imaginary part in (−π, π], and for w in that strip log(exp w) = w.

```lean
/-- Where the transformed zero-loss peak does not vanish, the principal logarithm returns the
transformed single-scattering distribution exactly when its imaginary part is in `(-π, π]`. -/
theorem log_ratio_iff (z S : ZMod N → ℝ) (k : ZMod N) (hz : hat z k ≠ 0) :
    Complex.log (hat (plural z S) k / hat z k) = hat S k ↔
      -Real.pi < (hat S k).im ∧ (hat S k).im ≤ Real.pi := by
  rw [hat_plural, mul_div_cancel_left₀ _ hz]
  constructor
  · intro h
    rw [← h]
    exact ⟨Complex.neg_pi_lt_log_im _, Complex.log_im_le_pi _⟩
  · exact fun h => Complex.log_exp h.1 h.2
```

**(i)** For S ≥ 0, bound the transform:

|Ŝ(k)| ≤ Σ_j S(j)

Use the triangle inequality in (a), with |χ| = 1 and |S(j)| = S(j).

```lean
/-- The transform of a non-negative spectrum is bounded by its total strength. -/
lemma norm_hat_le (S : ZMod N → ℝ) (hS : ∀ j, 0 ≤ S j) (k : ZMod N) :
    ‖hat S k‖ ≤ ∑ j, S j := by
  rw [hat_apply]
  refine (norm_sum_le _ _).trans (le_of_eq (Finset.sum_congr rfl fun j _ => ?_))
  rw [norm_mul, AddChar.norm_apply, one_mul, Complex.norm_real, Real.norm_of_nonneg (hS j)]
```

**(j)** Let S ≥ 0, ΣS < π, and ẑ have no zero. Recover S:

log(Ĵ(k)/ẑ(k)) = Ŝ(k) for all k, and `fourierLog z J` = S

By (i), |Im Ŝ(k)| ≤ |Ŝ(k)| ≤ ΣS < π, so (h) applies at every k. The inverse transform of Ŝ is S. In this noise-free cyclic model, a specimen thinner than π mean free paths therefore needs no phase unwrapping in energy-loss analysis.

```lean
/-- Fourier-log deconvolution: for a non-negative single-scattering distribution of total
strength below `π` and a zero-loss peak whose transform has no zero, the principal logarithm
gives the transformed distribution, and the inverse transform gives the distribution itself. -/
theorem fourierLog_plural (z S : ZMod N → ℝ) (hS : ∀ j, 0 ≤ S j)
    (hsum : ∑ j, S j < Real.pi) (hz : ∀ k, hat z k ≠ 0) :
    (∀ k, Complex.log (hat (plural z S) k / hat z k) = hat S k) ∧
      fourierLog z (plural z S) = fun j => (S j : ℂ) := by
  have hlog : ∀ k, Complex.log (hat (plural z S) k / hat z k) = hat S k := by
    intro k
    -- the total strength bounds the phase
    have h := abs_lt.mp (((Complex.abs_im_le_norm _).trans (norm_hat_le S hS k)).trans_lt hsum)
    exact (log_ratio_iff z S k (hz k)).mpr ⟨h.1, h.2.le⟩
  refine ⟨hlog, ?_⟩
  rw [fourierLog, LinearEquiv.symm_apply_eq]
  exact funext hlog
```

**(k)** Let S and T both satisfy the conditions of (j), with the same z. Show that the spectrum determines the distribution:

`plural z S` = `plural z T` ⇒ S = T

By (j), the same procedure applied to the same spectrum returns both S and T.

```lean
/-- Two non-negative single-scattering distributions of total strength below `π` that give the
same plural spectrum are equal, if the transformed zero-loss peak has no zero. -/
theorem single_scattering_unique (z S T : ZMod N → ℝ) (hz : ∀ k, hat z k ≠ 0)
    (hS : ∀ j, 0 ≤ S j) (hT : ∀ j, 0 ≤ T j) (hSsum : ∑ j, S j < Real.pi)
    (hTsum : ∑ j, T j < Real.pi) (h : plural z S = plural z T) : S = T := by
  have h1 := (fourierLog_plural z S hS hSsum hz).2
  rw [h, (fourierLog_plural z T hT hTsum hz).2] at h1
  exact funext fun j => Complex.ofReal_injective (congrFun h1 j).symm
```

**(l)** Show that ΣS < π cannot be weakened to ΣS ≤ π in (k). On four channels, let L_a be the line of strength π in channel a, and show for every z:

L₁ ≠ L₃, but `plural z L₁` = `plural z L₃`

The lines differ in channel 1, where they are π and 0. Here χ(1) = i, so by (b), for k = 0, 1, 2, 3,

L̂₁ = π, −iπ, −π, iπ

L̂₃ = π, iπ, −π, −iπ.

Since exp(iπ) = exp(−iπ) = −1, the exponentials agree at every k. By (g) the transformed plural spectra agree, and the transform is injective. This ambiguity comes from the cyclic channels: without wrap-around, and with a sharp zero-loss peak in channel 0, L₁ would give intensity in channel 1 and L₃ would give none.

```lean
/-- A sharp loss line of strength `π` in channel `a` of a four-channel spectrum. -/
def line (a : ZMod 4) : ZMod 4 → ℝ := Pi.single a Real.pi

/-- At total strength exactly `π` uniqueness fails: on four channels, the lines in channels 1
and 3 differ but give the same plural spectrum for every zero-loss peak. -/
theorem not_unique_at_pi :
    (∀ a, ∑ j, line a j = Real.pi) ∧ line 1 ≠ line 3 ∧
      ∀ z : ZMod 4 → ℝ, plural z (line 1) = plural z (line 3) := by
  refine ⟨fun a => by simp [line, Pi.single_apply], fun h => ?_, fun z => ?_⟩
  · have h1 := congrFun h 1
    rw [line, line, Pi.single_eq_same,
      Pi.single_eq_of_ne (show (1 : ZMod 4) ≠ 3 by decide)] at h1
    exact Real.pi_ne_zero h1
  have c1 : (ZMod.stdAddChar (1 : ZMod 4) : ℂ) = Complex.I := by
    rw [show (1 : ZMod 4) = ((1 : ℤ) : ZMod 4) by simp, ZMod.stdAddChar_coe,
      show 2 * (Real.pi : ℂ) * Complex.I * ((1 : ℤ) : ℂ) / ((4 : ℕ) : ℂ)
        = ((Real.pi / 2 : ℝ) : ℂ) * Complex.I by push_cast; ring,
      Complex.exp_mul_I, ← Complex.ofReal_cos, ← Complex.ofReal_sin,
      Real.cos_pi_div_two, Real.sin_pi_div_two]
    simp
  have c3 : (ZMod.stdAddChar (3 : ZMod 4) : ℂ) = -Complex.I := by
    rw [show (3 : ZMod 4) = 1 + 1 + 1 by decide, AddChar.map_add_eq_mul,
      AddChar.map_add_eq_mul, c1, Complex.I_mul_I, neg_one_mul]
  -- the phases `π` and `-π` have the same exponential
  have e : Complex.exp (Real.pi * -Complex.I) = Complex.exp (Real.pi * Complex.I) := by
    rw [mul_neg, Complex.exp_neg, Complex.exp_pi_mul_I]
    norm_num
  have key : hat (plural z (line 1)) = hat (plural z (line 3)) := by
    funext k
    rw [hat_plural, hat_plural, line, line, hat_single, hat_single]
    congr 1
    have hk : ∀ k : ZMod 4, k = 0 ∨ k = 1 ∨ k = 2 ∨ k = 3 := by decide
    rcases hk k with rfl | rfl | rfl | rfl
    · simp
    · rw [show (-(1 * 1) : ZMod 4) = 3 by decide, show (-(3 * 1) : ZMod 4) = 1 by decide,
        c1, c3, e]
    · rw [show (-(1 * 2) : ZMod 4) = 2 by decide, show (-(3 * 2) : ZMod 4) = 2 by decide]
    · rw [show (-(1 * 3) : ZMod 4) = 1 by decide, show (-(3 * 3) : ZMod 4) = 3 by decide,
        c1, c3, e]
  have h := ZMod.dft.injective key
  exact funext fun j => Complex.ofReal_injective (congrFun h j)

end

end FourierLogDeconvolution
```

```lean
#print axioms FourierLogDeconvolution.fourierLog_plural
#print axioms FourierLogDeconvolution.single_scattering_unique
#print axioms FourierLogDeconvolution.not_unique_at_pi
```

```
'FourierLogDeconvolution.fourierLog_plural' depends on axioms: [propext, Classical.choice, Quot.sound]
'FourierLogDeconvolution.single_scattering_unique' depends on axioms: [propext, Classical.choice, Quot.sound]
'FourierLogDeconvolution.not_unique_at_pi' depends on axioms: [propext, Classical.choice, Quot.sound]
```
